# Fractional charge on a separated donor–acceptor pair with differentiable, strictly convex energies: the endpoint-slope criterion

A density-functional code that pulls a donor and an acceptor apart can converge to fragments with non-integer electron numbers. Without a criterion, that output is ambiguous. It may be blamed on the self-consistency loop and chased with tighter thresholds or integer starting guesses, although the fractional state may be the true minimum of the approximate energy. When the two fragment energies are differentiable, strictly convex in the electron number and additive, four slopes decide the question for transfer of up to one electron from donor to acceptor.

## The slope criterion

Let \(D(x)\) and \(A(x)\) be the energies of donor and acceptor after \(x\) electrons have been added to their reference states, which have integer electron numbers, so negative \(x\) means electrons removed. Moving \(q\) electrons from donor to acceptor at infinite separation gives the energy
\[ F(q) = D(-q) + A(q), \qquad 0 \le q \le 1 . \]
Additivity expresses that the fragments no longer interact and share only the total electron number. The slopes \(D'\) and \(A'\) are the chemical potentials of the fragments.

Assume that \(D\) and \(A\) are differentiable, that \(D\) is strictly convex on \([-1,0]\) and that \(A\) is strictly convex on \([0,1]\). Strict convexity models an approximate functional whose energy sags below the straight line between integer electron numbers. Then \(F\) has a minimiser on \([0,1]\) with \(0<q<1\) if and only if
\[ A'(0) < D'(0) \quad\text{and}\quad D'(-1) < A'(1). \]
The first inequality says that the first bit of transferred charge lowers the energy, the second that returning a bit of charge after one whole electron has been transferred lowers it too. Under both, the minimiser is unique and satisfies \(D'(-q) = A'(q)\).

If instead both energies are linear between the integers, as the exact ensemble energy is, a fractional minimiser forces \(D(0)+A(0) = D(-1)+A(1)\): the donor's ionisation energy \(D(-1)-D(0)\) equals the acceptor's electron affinity \(A(0)-A(1)\). In this two-fragment, one-parameter model, that contrast makes the fractional charge of the convex case spurious whenever the exact ionisation energy and electron affinity differ. When they coincide, as for a hydrogen atom and a distant proton, every \(q\in[0,1]\) minimises the linear energy, and a fractional charge is not by itself an error.

## Frontier orbital energies and charge equilibration

In a Kohn–Sham code with fractional occupations, Janak's relation identifies the slope of the energy with the eigenvalue of the orbital being filled or emptied. The four slopes then come from integer-charge fragment calculations: \(D'(0)\) is the highest occupied level of the donor, \(D'(-1)\) the level emptied in the ionised donor, \(A'(0)\) the lowest empty level of the acceptor, and \(A'(1)\) the level filled in the reduced acceptor. The condition \(D'(-q)=A'(q)\) is the alignment of two partly occupied levels at a common Fermi level.

A charge-equilibration scheme with two sites and no Coulomb coupling is the quadratic case. With chemical potentials \(\mu_D,\mu_A\) and hardnesses \(\eta_D,\eta_A>0\), take \(D(x)=D(0)+\mu_D x+\tfrac12\eta_D x^2\) and likewise for \(A\). The criterion becomes \(0<\mu_D-\mu_A<\eta_D+\eta_A\), and
\[ q=\frac{\mu_D-\mu_A}{\eta_D+\eta_A}. \]
As both hardnesses go to zero the window closes onto \(\mu_D=\mu_A\), the degeneracy of the linear case. The orbital identification and this general quadratic formula are commentary, and only the instance \(\mu_D=1\), \(\mu_A=0\), \(\eta_D=\eta_A=2\) appears among the theorems.

## From the slope of \(F\) to the unique minimiser

1. Slope. The chain rule gives \(F'(q)=A'(q)-D'(-q)\).

2. Strict convexity. Take \(x\ne y\) in \([0,1]\) and weights \(a,b>0\) with \(a+b=1\). Then \(-x\neq -y\) lie in \([-1,0]\) and \(-(ax+by)=a(-x)+b(-y)\), so
\[ D(-(ax+by)) < aD(-x)+bD(-y), \qquad A(ax+by) < aA(x)+bA(y). \]
The sum is \(F(ax+by)<aF(x)+bF(y)\).

3. The endpoint \(q=0\). If \(0\) is a minimiser, then \((F(t)-F(0))/t\ge 0\) for \(0<t<1\), and \(t\to0^+\) gives \(F'(0)\ge0\), that is \(D'(0)\le A'(0)\). Conversely, for \(0<x\le1\) and \(0<s<1\) convexity gives \(F(sx)\le(1-s)F(0)+sF(x)\), hence
\[ \frac{F(sx)-F(0)}{sx}\le\frac{F(x)-F(0)}{x}. \]
Letting \(s\to0^+\) yields \(F(x)\ge F(0)+F'(0)\,x\), which is at least \(F(0)\) when \(F'(0)\ge 0\).

4. The endpoint \(q=1\). If \(1\) is a minimiser, then for \(-1<t<0\) the numerator of \((F(1+t)-F(1))/t\) is nonnegative and the denominator negative, so \(F'(1)\le0\), that is \(A'(1)\le D'(-1)\). Conversely, for \(0\le x<1\) the argument of step 3 run from the right end gives \((F(1)-F(x))/(1-x)\le F'(1)\), so \(F'(1)\le0\) implies \(F(1)\le F(x)\).

5. Existence, position, uniqueness. \(F\) is continuous on the compact interval \([0,1]\) and attains a minimum at some \(q\). Step 3 with \(A'(0)<D'(0)\) excludes \(q=0\), and step 4 with \(D'(-1)<A'(1)\) excludes \(q=1\). A second minimiser \(p\ne q\) would give \(F(\tfrac{p+q}{2})<\tfrac12F(p)+\tfrac12F(q)=F(q)\), a contradiction. An interior minimum has \(F'(q)=0\), which by step 1 is \(D'(-q)=A'(q)\).

6. Necessity. Let \(0<q<1\) be a minimiser. If \(D'(0)\le A'(0)\), then \(0\) is also a minimiser by step 3, against uniqueness. If \(A'(1)\le D'(-1)\), the same holds for \(1\).

7. Linear energies. Here \(F(q)=(1-q)F(0)+qF(1)\). From \(F(q)\le F(1)\) follows \((1-q)F(0)\le(1-q)F(1)\), and from \(F(q)\le F(0)\) follows \(qF(1)\le qF(0)\). Dividing by the positive factors gives \(F(0)=F(1)\).

8. A numerical instance. For \(D(x)=x^2+x\) and \(A(x)=x^2\), the slopes are \(A'(0)=0<1=D'(0)\) and \(D'(-1)=-1<2=A'(1)\). Strict convexity follows from \(ax^2+by^2-(ax+by)^2=ab(x-y)^2>0\), and the linear term of \(D\) contributes equally to both sides. Finally \(F(x)=2x^2-x=2(x-\tfrac14)^2-\tfrac18\), which is minimal at \(q=\tfrac14\), below both \(F(0)=0\) and \(F(1)=1\). These numbers do not describe bound fragments, since \(D'(0)>0\) and the ionisation energy \(D(-1)-D(0)\) is zero. Adding the same term \(cx\) to \(D\) and \(A\) leaves \(F\) unchanged, and \(c=-3\) makes all four slopes negative.

## The transfer energy in Lean

```lean
import Mathlib

open Set Filter Topology

namespace FractionalDissociation

/-- Energy of the separated donor-acceptor pair after `q` electrons have moved from donor to
acceptor; `D` and `A` are the fragment energies versus electrons added. -/
def transferEnergy (D A : ℝ → ℝ) (q : ℝ) : ℝ := D (-q) + A q

variable {D A : ℝ → ℝ}

/-- For differentiable fragment energies, the slope of the transfer energy is the acceptor chemical
potential `A'(q)` minus the donor chemical potential `D'(-q)`. -/
theorem hasDerivAt_transferEnergy (hD : Differentiable ℝ D) (hA : Differentiable ℝ A) (q : ℝ) :
    HasDerivAt (transferEnergy D A) (deriv A q - deriv D (-q)) q := by
  have h1 : HasDerivAt (fun x => D (-x)) (deriv D (-q) * (-1)) q :=
    HasDerivAt.comp q (h₂ := D) (h := fun x => -x) (hD (-q)).hasDerivAt (hasDerivAt_neg' q)
  have h2 : HasDerivAt (fun x => D (-x) + A x) (deriv A q - deriv D (-q)) q :=
    (h1.fun_add (hA q).hasDerivAt).congr_deriv (by ring)
  exact h2

/-- If the donor energy is strictly convex on `[-1,0]` and the acceptor energy on `[0,1]`, the
transfer energy is strictly convex on `[0,1]`. -/
theorem strictConvexOn_transferEnergy (cD : StrictConvexOn ℝ (Icc (-1) 0) D)
    (cA : StrictConvexOn ℝ (Icc 0 1) A) :
    StrictConvexOn ℝ (Icc 0 1) (transferEnergy D A) := by
  refine ⟨convex_Icc 0 1, fun x hx y hy hxy a b ha hb hab => ?_⟩
  have hx' : -x ∈ Icc (-1 : ℝ) 0 := ⟨by linarith [hx.2], by linarith [hx.1]⟩
  have hy' : -y ∈ Icc (-1 : ℝ) 0 := ⟨by linarith [hy.2], by linarith [hy.1]⟩
  have hne : -x ≠ -y := fun h => hxy (neg_injective h)
  have h1 := cD.2 hx' hy' hne ha hb hab
  have h2 := cA.2 hx hy hxy ha hb hab
  have e : -(a * x + b * y) = a * -x + b * -y := by ring
  simp only [smul_eq_mul, transferEnergy] at h1 h2 ⊢
  rw [e]
  linarith

/-- For differentiable, strictly convex fragment energies, zero transfer (`q = 0`) minimises the
transfer energy on `[0,1]` exactly when `D'(0) ≤ A'(0)`. -/
theorem isMinOn_zero_iff (hD : Differentiable ℝ D) (hA : Differentiable ℝ A)
    (cD : StrictConvexOn ℝ (Icc (-1) 0) D) (cA : StrictConvexOn ℝ (Icc 0 1) A) :
    IsMinOn (transferEnergy D A) (Icc 0 1) 0 ↔ deriv D 0 ≤ deriv A 0 := by
  have hF := hasDerivAt_transferEnergy hD hA 0
  rw [neg_zero] at hF
  rw [isMinOn_iff]
  constructor
  · -- difference quotients from the right are nonnegative
    intro h
    have key : 0 ≤ deriv A 0 - deriv D 0 := by
      refine ge_of_tendsto hF.tendsto_slope_zero_right ?_
      filter_upwards [Ioo_mem_nhdsGT (zero_lt_one' ℝ)] with t ht
      have h1 := h (0 + t) ⟨by linarith [ht.1], by linarith [ht.2]⟩
      rw [smul_eq_mul]
      exact mul_nonneg (inv_nonneg.2 ht.1.le) (sub_nonneg.2 h1)
    linarith
  · -- a convex function lies above its tangent at 0
    intro h x hx
    rcases hx.1.eq_or_lt with h0 | h0
    · rw [← h0]
    · have h1 := (strictConvexOn_transferEnergy cD cA).convexOn.le_slope_of_hasDerivAt
        (left_mem_Icc.2 zero_le_one) hx h0 hF
      rw [slope_def_field, le_div_iff₀ (sub_pos.2 h0)] at h1
      have h2 := mul_nonneg (sub_nonneg.2 h) (sub_pos.2 h0).le
      linarith

/-- For differentiable, strictly convex fragment energies, transfer of a whole electron (`q = 1`)
minimises the transfer energy on `[0,1]` exactly when `A'(1) ≤ D'(-1)`. -/
theorem isMinOn_one_iff (hD : Differentiable ℝ D) (hA : Differentiable ℝ A)
    (cD : StrictConvexOn ℝ (Icc (-1) 0) D) (cA : StrictConvexOn ℝ (Icc 0 1) A) :
    IsMinOn (transferEnergy D A) (Icc 0 1) 1 ↔ deriv A 1 ≤ deriv D (-1) := by
  have hF := hasDerivAt_transferEnergy hD hA 1
  rw [isMinOn_iff]
  constructor
  · -- difference quotients from the left are nonpositive
    intro h
    have key : deriv A 1 - deriv D (-1) ≤ 0 := by
      refine le_of_tendsto hF.tendsto_slope_zero_left ?_
      filter_upwards [Ioo_mem_nhdsLT (show (-1 : ℝ) < 0 by norm_num)] with t ht
      have h1 := h (1 + t) ⟨by linarith [ht.1], by linarith [ht.2]⟩
      rw [smul_eq_mul]
      exact mul_nonpos_of_nonpos_of_nonneg (inv_nonpos.2 ht.2.le) (sub_nonneg.2 h1)
    linarith
  · -- a convex function lies above its tangent at 1
    intro h x hx
    rcases hx.2.eq_or_lt with h0 | h0
    · rw [h0]
    · have h1 := (strictConvexOn_transferEnergy cD cA).convexOn.slope_le_of_hasDerivAt
        hx (right_mem_Icc.2 zero_le_one) h0 hF
      rw [slope_def_field, div_le_iff₀ (sub_pos.2 h0)] at h1
      have h2 := mul_nonneg (sub_nonneg.2 h) (sub_pos.2 h0).le
      linarith

/-- For differentiable, strictly convex fragment energies with `A'(0) < D'(0)` and
`D'(-1) < A'(1)`, the transfer energy has a unique minimiser on `[0,1]`; it is a fractional
charge `0 < q < 1`, at which the chemical potentials `D'(-q)` and `A'(q)` are equal. -/
theorem fractional_dissociation (hD : Differentiable ℝ D) (hA : Differentiable ℝ A)
    (cD : StrictConvexOn ℝ (Icc (-1) 0) D) (cA : StrictConvexOn ℝ (Icc 0 1) A)
    (h0 : deriv A 0 < deriv D 0) (h1 : deriv D (-1) < deriv A 1) :
    ∃ q ∈ Ioo (0 : ℝ) 1, IsMinOn (transferEnergy D A) (Icc 0 1) q ∧
      (∀ p ∈ Icc (0 : ℝ) 1, IsMinOn (transferEnergy D A) (Icc 0 1) p → p = q) ∧
      deriv D (-q) = deriv A q := by
  have hc : ContinuousOn (transferEnergy D A) (Icc 0 1) := fun x _ =>
    (hasDerivAt_transferEnergy hD hA x).continuousAt.continuousWithinAt
  obtain ⟨q, hq, hmin⟩ := isCompact_Icc.exists_isMinOn (nonempty_Icc.2 zero_le_one) hc
  -- the slope conditions exclude both integer charges
  have q0 : 0 < q := by
    refine lt_of_le_of_ne hq.1 fun h => ?_
    rw [← h, isMinOn_zero_iff hD hA cD cA] at hmin
    linarith
  have q1 : q < 1 := by
    refine lt_of_le_of_ne hq.2 fun h => ?_
    rw [h, isMinOn_one_iff hD hA cD cA] at hmin
    linarith
  refine ⟨q, ⟨q0, q1⟩, hmin, fun p hp hpm => ?_, ?_⟩
  · exact (strictConvexOn_transferEnergy cD cA).eq_of_isMinOn hpm hmin hp hq
  · -- stationarity at an interior minimum
    have := (hmin.isLocalMin (Icc_mem_nhds q0 q1)).hasDerivAt_eq_zero
      (hasDerivAt_transferEnergy hD hA q)
    linarith

/-- For differentiable, strictly convex fragment energies, a fractional charge minimises the
transfer energy on `[0,1]` if and only if `A'(0) < D'(0)` and `D'(-1) < A'(1)`. -/
theorem fractional_minimiser_iff (hD : Differentiable ℝ D) (hA : Differentiable ℝ A)
    (cD : StrictConvexOn ℝ (Icc (-1) 0) D) (cA : StrictConvexOn ℝ (Icc 0 1) A) :
    (∃ q ∈ Ioo (0 : ℝ) 1, IsMinOn (transferEnergy D A) (Icc 0 1) q) ↔
      deriv A 0 < deriv D 0 ∧ deriv D (-1) < deriv A 1 := by
  constructor
  · rintro ⟨q, hq, hmin⟩
    have hs := strictConvexOn_transferEnergy cD cA
    have hq' : q ∈ Icc (0 : ℝ) 1 := ⟨hq.1.le, hq.2.le⟩
    -- by uniqueness neither endpoint is a minimiser
    constructor
    · refine lt_of_not_ge fun h => hq.1.ne ?_
      exact hs.eq_of_isMinOn ((isMinOn_zero_iff hD hA cD cA).2 h) hmin
        (left_mem_Icc.2 zero_le_one) hq'
    · refine lt_of_not_ge fun h => hq.2.ne ?_
      exact hs.eq_of_isMinOn hmin ((isMinOn_one_iff hD hA cD cA).2 h) hq'
        (right_mem_Icc.2 zero_le_one)
  · rintro ⟨h0, h1⟩
    obtain ⟨q, hq, hmin, -⟩ := fractional_dissociation hD hA cD cA h0 h1
    exact ⟨q, hq, hmin⟩

/-- If both fragment energies are linear between the integer charges, a fractional charge can
minimise the transfer energy only when `D(0) + A(0) = D(-1) + A(1)`. -/
theorem linear_fractional_minimiser_degenerate
    (lD : ∀ q ∈ Icc (0 : ℝ) 1, D (-q) = (1 - q) * D 0 + q * D (-1))
    (lA : ∀ q ∈ Icc (0 : ℝ) 1, A q = (1 - q) * A 0 + q * A 1)
    {q : ℝ} (hq : q ∈ Ioo (0 : ℝ) 1) (hmin : IsMinOn (transferEnergy D A) (Icc 0 1) q) :
    D 0 + A 0 = D (-1) + A 1 := by
  have hq' : q ∈ Icc (0 : ℝ) 1 := ⟨hq.1.le, hq.2.le⟩
  rw [isMinOn_iff] at hmin
  have h0 := hmin 0 (left_mem_Icc.2 zero_le_one)
  have h1 := hmin 1 (right_mem_Icc.2 zero_le_one)
  unfold transferEnergy at h0 h1
  rw [neg_zero, lD q hq', lA q hq'] at h0
  rw [lD q hq', lA q hq'] at h1
  have hp : 0 < 1 - q := sub_pos.2 hq.2
  apply le_antisymm
  · refine le_of_mul_le_mul_left ?_ hp
    linarith
  · refine le_of_mul_le_mul_left ?_ hq.1
    linarith

/-- The energies `D(x) = x² + x` and `A(x) = x²` meet all hypotheses of
`fractional_dissociation`, and `q = 1/4` minimises their transfer energy on `[0,1]`. -/
theorem fractional_dissociation_witness :
    Differentiable ℝ (fun x : ℝ => x ^ 2 + x) ∧ Differentiable ℝ (fun x : ℝ => x ^ 2) ∧
    StrictConvexOn ℝ (Icc (-1) 0) (fun x : ℝ => x ^ 2 + x) ∧
    StrictConvexOn ℝ (Icc 0 1) (fun x : ℝ => x ^ 2) ∧
    deriv (fun x : ℝ => x ^ 2) 0 < deriv (fun x : ℝ => x ^ 2 + x) 0 ∧
    deriv (fun x : ℝ => x ^ 2 + x) (-1) < deriv (fun x : ℝ => x ^ 2) 1 ∧
    IsMinOn (transferEnergy (fun x => x ^ 2 + x) (fun x => x ^ 2)) (Icc 0 1) (1 / 4) := by
  have dA : ∀ x : ℝ, HasDerivAt (fun x : ℝ => x ^ 2) (2 * x) x := fun x =>
    (hasDerivAt_pow 2 x).congr_deriv (by norm_num)
  have dD : ∀ x : ℝ, HasDerivAt (fun x : ℝ => x ^ 2 + x) (2 * x + 1) x := fun x =>
    (dA x).fun_add (hasDerivAt_id' x)
  have key : ∀ x y a b : ℝ, x ≠ y → 0 < a → 0 < b → a + b = 1 →
      (a * x + b * y) ^ 2 < a * x ^ 2 + b * y ^ 2 := by
    intro x y a b hxy ha hb hab
    have h := mul_pos (mul_pos ha hb) (sq_pos_of_ne_zero (sub_ne_zero.2 hxy))
    obtain rfl : b = 1 - a := by linarith
    nlinarith [h]
  refine ⟨fun x => (dD x).differentiableAt, fun x => (dA x).differentiableAt,
    ⟨convex_Icc _ _, fun x _ y _ hxy a b ha hb hab => ?_⟩,
    ⟨convex_Icc _ _, fun x _ y _ hxy a b ha hb hab => ?_⟩, ?_, ?_, ?_⟩
  · simp only [smul_eq_mul]
    linarith [key x y a b hxy ha hb hab]
  · simp only [smul_eq_mul]
    exact key x y a b hxy ha hb hab
  · rw [(dA 0).deriv, (dD 0).deriv]
    norm_num
  · rw [(dA 1).deriv, (dD (-1)).deriv]
    norm_num
  · rw [isMinOn_iff]
    intro x _
    simp only [transferEnergy]
    nlinarith [sq_nonneg (x - 1 / 4)]

end FractionalDissociation
```

```lean
#print axioms FractionalDissociation.strictConvexOn_transferEnergy
#print axioms FractionalDissociation.fractional_minimiser_iff
#print axioms FractionalDissociation.linear_fractional_minimiser_degenerate
```

```
'FractionalDissociation.strictConvexOn_transferEnergy' depends on axioms: [propext, Classical.choice, Quot.sound]
'FractionalDissociation.fractional_minimiser_iff' depends on axioms: [propext, Classical.choice, Quot.sound]
'FractionalDissociation.linear_fractional_minimiser_degenerate' depends on axioms: [propext, Classical.choice, Quot.sound]
```

## Theorems and their hypotheses in physical terms

`D` and `A` have type `ℝ → ℝ`, with the argument counted in electrons added, and `transferEnergy D A` is \(F\). `Icc` and `Ioo` are closed and open intervals, `deriv A 0` is \(A'(0)\), and `IsMinOn (transferEnergy D A) (Icc 0 1) q` says \(F(q)\le F(x)\) for all \(x\in[0,1]\). The hypotheses `hD` and `hA` require differentiability on the whole line, while `cD` and `cA` require strict convexity only on the ranges visited.

`fractional_dissociation` reads: under these four hypotheses and the slope conditions `h0` and `h1`, there is a \(q\in(0,1)\) that minimises \(F\) on \([0,1]\), every minimiser \(p\in[0,1]\) equals it, and `deriv D (-q) = deriv A q`. `fractional_minimiser_iff` makes the two slope conditions necessary as well. Equality of slopes falls on the integer side: by `isMinOn_zero_iff`, \(D'(0)=A'(0)\) leaves \(q=0\) as a minimiser. `linear_fractional_minimiser_degenerate` assumes only the linear interpolations `lD` and `lA`, with no differentiability, and states one direction, from a fractional minimiser to the degeneracy.

## Tactics for slopes, tangents and compactness

`hasDerivAt_transferEnergy` is step 1, with `HasDerivAt.comp` as the chain rule. In `strictConvexOn_transferEnergy`, `h1` and `h2` are the two strict inequalities of step 2, `e` moves the sign inside the convex combination, and `linarith` adds them. In `isMinOn_zero_iff`, `tendsto_slope_zero_right` supplies the limit of the difference quotients, `filter_upwards` restricts to \(0<t<1\), and `ge_of_tendsto` carries the sign to the limit. The tangent bound is Mathlib's `le_slope_of_hasDerivAt`. `isMinOn_one_iff` mirrors this with `tendsto_slope_zero_left` and `slope_le_of_hasDerivAt`.

The main proof takes \(q\) from `isCompact_Icc.exists_isMinOn`, excludes the endpoints in `q0` and `q1`, and uses `eq_of_isMinOn` for the uniqueness argument and `hasDerivAt_eq_zero` for stationarity. The converse applies `eq_of_isMinOn` to \(q\) and an endpoint. In the linear case, `le_antisymm` splits the equality and `le_of_mul_le_mul_left` cancels \(1-q\) and \(q\). In `fractional_dissociation_witness`, `key` is the \(ab(x-y)^2\) inequality and `sq_nonneg (x - 1 / 4)` completes the square.

## Convexity, smoothness and additivity as assumptions

A code whose fragment energies meet the hypotheses can rely on the following: the four slopes decide whether the minimum of \(F\) on \([0,1]\) is fractional, and in that case there is exactly one minimiser, with equal chemical potentials. The statement concerns exact real numbers, so a slope difference within the numerical noise of zero decides nothing.

Strict convexity of a given functional is assumed, and slopes at the endpoints do not establish it. Linearity of the exact energy between integers is likewise a hypothesis and is not derived from an ensemble construction. Two-sided differentiability at the integers excludes the kink that fragment energies with a gap have there, so `D` and `A` stand for the branches on \([-1,0]\) and \([0,1]\), continued smoothly, and `deriv D 0` and `deriv A 0` stand for the one-sided slopes of those branches.

Additivity restricts the result to infinite separation. At a finite distance \(R\), initially neutral fragments acquire a Coulomb term \(-q^2/R\) in atomic units, which is concave in \(q\) and absent from `transferEnergy`. Orbitals, spin and geometry are absorbed into two functions of one variable. Transfer of more than one electron, transfer in the reverse direction and systems of three or more fragments are not treated, and nothing is stated about whether a self-consistency iteration converges to the minimiser.
